# Expanding the integral of exp(t cos x) cos(kx) over [0, π] in powers of t

For every real `t` and natural number `k`, the theorem `hasSum_moments` states that the integral of exp(t cos x) cos(kx) over [0, π] is the sum of a power series in `t`. The coefficient of tⁿ is the integral of cosⁿ(x) cos(kx) over the same interval, divided by n!. In physical terms this is a moment expansion of an exponential weight, but the statement is pure analysis, and no Hamiltonian or quantum state occurs in it. The attempt integrates the exponential series term by term, using dominated convergence with the bound |t|ⁿ/n!, and then takes the constant factors out of the integrals.

This version doesn't compile in Lean 4 with Mathlib:

```lean
import Mathlib

open Real

namespace ImaginaryTimeChebyshev

noncomputable section

/-- The cosine moment: the integral of `cos x ^ n * cos (k x)` over `[0, π]`. -/
def moment (n : ℕ) (k : ℤ) : ℝ :=
  ∫ x in (0 : ℝ)..π, cos x ^ n * cos ((k : ℝ) * x)

/-- The integral of `exp (t cos x) cos (k x)` over `[0, π]` is the power series in `t` whose
coefficients are the cosine moments divided by factorials. -/
theorem hasSum_moments (t : ℝ) (k : ℕ) :
    HasSum (fun n : ℕ => t ^ n / (n.factorial : ℝ) * moment n (k : ℤ))
      (∫ x in (0 : ℝ)..π, Real.exp (t * cos x) * cos ((k : ℝ) * x)) := by
  have hexp : ∀ y : ℝ, HasSum (fun n : ℕ => y ^ n / (n.factorial : ℝ)) (Real.exp y) := by
    intro y
    have h : Real.exp y = ∑' n : ℕ, y ^ n / (n.factorial : ℝ) := by
      rw [Real.exp_eq_exp_ℝ, NormedSpace.exp_eq_tsum_div]
    rw [h]
    exact (Real.summable_pow_div_factorial y).hasSum
  -- termwise integration, dominated by the exponential series of `|t|`
  have key : HasSum
      (fun n : ℕ => ∫ x in (0 : ℝ)..π,
        t ^ n / (n.factorial : ℝ) * (cos x ^ n * cos ((k : ℝ) * x)))
      (∫ x in (0 : ℝ)..π, Real.exp (t * cos x) * cos ((k : ℝ) * x)) := by
    apply intervalIntegral.hasSum_integral_of_dominated_convergence
      (fun (n : ℕ) (_ : ℝ) => |t| ^ n / (n.factorial : ℝ))
    · intro n
      exact Continuous.aestronglyMeasurable (by fun_prop)
    · intro n
      refine Filter.Eventually.of_forall fun x _ => ?_
      rw [Real.norm_eq_abs, abs_mul, abs_mul, abs_div, abs_pow, abs_pow, Nat.abs_cast]
      have h1 : |cos x| ^ n * |cos ((k : ℝ) * x)| ≤ 1 :=
        mul_le_one₀ (pow_le_one₀ (abs_nonneg _) (abs_cos_le_one x)) (abs_nonneg _)
          (abs_cos_le_one _)
      exact mul_le_of_le_one_right (by positivity) h1
    · exact Filter.Eventually.of_forall fun x _ => Real.summable_pow_div_factorial |t|
    · exact Continuous.intervalIntegrable continuous_const _ _
    · refine Filter.Eventually.of_forall fun x _ => ?_
      convert (hexp (t * cos x)).mul_right (cos ((k : ℝ) * x)) using 1
      funext n
      ring
  simp only [intervalIntegral.integral_const_mul] at key
  simpa only [moment, Int.cast_natCast] using key

end

end ImaginaryTimeChebyshev
```

Messages:

```
Main.lean:44:6: error: Tactic `apply` failed: could not unify the conclusion of `@funext`
  ?f = ?g
with the goal
  normedAddCommGroup.toAddCommMonoid =
    CommRing.toNonUnitalCommRing.toNonUnitalNonAssocCommRing.toNonUnitalNonAssocSemiring.toAddCommMonoid

Note: The full type of `@funext` is
  ∀ {α : Sort ?u.194} {β : α → Sort ?u.193} {f g : (x : α) → β x}, (∀ (x : α), f x = g x) → f = g

case e'_3
t : ℝ
k : ℕ
hexp : ∀ (y : ℝ), HasSum (fun n => y ^ n / ↑n.factorial) (rexp y)
x : ℝ
x✝ : x ∈ Set.uIoc 0 π
⊢ normedAddCommGroup.toAddCommMonoid =
    CommRing.toNonUnitalCommRing.toNonUnitalNonAssocCommRing.toNonUnitalNonAssocSemiring.toAddCommMonoid
```

The error is in the last condition of dominated convergence, the pointwise sum of the series. There `convert ... using 1` compares the required `HasSum` with the one given by `mul_right`, argument by argument. The first goal it leaves is not the equality of the two series but an equality of two `AddCommMonoid` structures, one obtained from a normed group and the other from a commutative ring. `funext` proves equalities of functions, so it cannot be applied to this goal.

The repair drops `convert` and states the equality of the two series as `e`, where `funext n` does apply and `ring` proves the terms equal. The statement `h2` gives the required sum explicitly; its proof rewrites with `e` and then uses `mul_right`. The two `exact` steps succeed because Lean accepts the differently obtained addition structures as equal by definition when it checks the terms, so no separate proof of their equality is needed.

This version goes through:

```diff
@@ -41,7 +41,14 @@
     · exact Continuous.intervalIntegrable continuous_const _ _
     · refine Filter.Eventually.of_forall fun x _ => ?_
-      convert (hexp (t * cos x)).mul_right (cos ((k : ℝ) * x)) using 1
-      funext n
-      ring
+      have e : (fun n : ℕ => t ^ n / (n.factorial : ℝ) * (cos x ^ n * cos ((k : ℝ) * x))) =
+          fun n : ℕ => (t * cos x) ^ n / (n.factorial : ℝ) * cos ((k : ℝ) * x) := by
+        funext n
+        ring
+      have h2 : HasSum
+          (fun n : ℕ => t ^ n / (n.factorial : ℝ) * (cos x ^ n * cos ((k : ℝ) * x)))
+          (Real.exp (t * cos x) * cos ((k : ℝ) * x)) := by
+        rw [e]
+        exact (hexp (t * cos x)).mul_right (cos ((k : ℝ) * x))
+      exact h2
   simp only [intervalIntegral.integral_const_mul] at key
   simpa only [moment, Int.cast_natCast] using key
```
